# Two-electron Kanamori levels and their degeneracies for $J\neq0$

A two-electron state is modelled here as a function $\Psi_{\sigma\tau}$ that assigns an $M\times M$ complex matrix of orbital amplitudes to each pair of spin projections. Antisymmetry under electron exchange is imposed on this function, so the spin degeneracies are derived. The model is an isolated atom with $M$ degenerate orbitals at zero one-electron energy, without spin-orbit coupling.

```lean
import Mathlib

open Matrix

namespace KanamoriMultiplets

noncomputable section
```

For fixed spins, $\psi_{ab}$ is the amplitude for the first electron in orbital $a$ and the second in $b$.

```lean
/-- Spatial amplitudes of two electrons in `M` orbitals. -/
abbrev Orb (M : ℕ) := Matrix (Fin M) (Fin M) ℂ
```

## From matrix elements to a matrix equation

The real parameters are the intra-orbital repulsion $U$ and Hund's coupling $J$. The inter-orbital repulsion is set to $U-2J$, the usual condition for rotational invariance, and pair hopping is set equal to exchange, as for real orbitals. Both relations are assumed.

```lean
variable {M : ℕ} {U J : ℝ}

/-- Kanamori matrix elements between the orbital pairs `(a, b)` and `(c, d)`: intra-orbital
repulsion `U`, inter-orbital repulsion `U - 2J`, exchange `J` and pair hopping `J`. -/
def kanamoriElement (U J : ℝ) (a b c d : Fin M) : ℂ :=
  if a = b then (if c = d then (if a = c then (U : ℂ) else J) else 0)
  else if a = c ∧ b = d then (U : ℂ) - 2 * J
  else if a = d ∧ b = c then (J : ℂ) else 0
```

The candidate Hamiltonian is
$$H\psi=(U-2J)\psi+J\psi^T+J\,\mathrm{tr}(\psi)\,1.$$

```lean
/-- The pair Hamiltonian `ψ ↦ (U - 2J) ψ + J ψᵀ + J tr(ψ) 1`. -/
def pairHamiltonian (M : ℕ) (U J : ℝ) : Orb M →ₗ[ℂ] Orb M where
  toFun ψ := ((U : ℂ) - 2 * J) • ψ + (J : ℂ) • ψᵀ + ((J : ℂ) * ψ.trace) • (1 : Orb M)
  map_add' x y := by
    simp only [transpose_add, trace_add]
    module
  map_smul' c x := by
    simp only [transpose_smul, trace_smul, smul_eq_mul, RingHom.id_apply]
    module
```

Three subspaces will diagonalise it. The first contains the amplitudes with $\psi^T=-\psi$.

```lean
/-- Amplitudes that change sign when the two orbitals are exchanged. -/
def antisymmetric (M : ℕ) : Submodule ℂ (Orb M) where
  carrier := {ψ | ψᵀ = -ψ}
  add_mem' {a b} ha hb := by
    simp only [Set.mem_ofPred_eq] at *
    rw [transpose_add, ha, hb]
    abel
  zero_mem' := by simp
  smul_mem' c x hx := by
    simp only [Set.mem_ofPred_eq] at *
    rw [transpose_smul, hx, smul_neg]
```

The second has $\psi^T=\psi$ and $\mathrm{tr}\,\psi=0$.

```lean
/-- Exchange-symmetric amplitudes with vanishing trace. -/
def symmetricTraceless (M : ℕ) : Submodule ℂ (Orb M) where
  carrier := {ψ | ψᵀ = ψ ∧ ψ.trace = 0}
  add_mem' {a b} ha hb := by
    simp only [Set.mem_ofPred_eq] at *
    rw [transpose_add, trace_add, ha.1, hb.1, ha.2, hb.2]
    simp
  zero_mem' := by simp
  smul_mem' c x hx := by
    simp only [Set.mem_ofPred_eq] at *
    rw [transpose_smul, trace_smul, hx.1, hx.2]
    simp
```

The third is spanned by the identity, whose normalised form is $1/\sqrt M$ for $M\ge1$.

```lean
/-- Multiples of the identity amplitude. -/
def scalar (M : ℕ) : Submodule ℂ (Orb M) := Submodule.span ℂ {1}
```

With spin, the Pauli principle reads $\Psi_{\sigma\tau}^T=-\Psi_{\tau\sigma}$. `pauliStates W` collects the states whose four components all lie in the orbital subspace $W$. Since $H$ does not act on spin, choosing an eigenspace for $W$ gives the full level.

```lean
/-- Two-electron states with spin: each pair of spin projections carries an orbital amplitude
in `W`, and exchanging the electrons changes the sign of the state. -/
def pauliStates (W : Submodule ℂ (Orb M)) : Submodule ℂ (Fin 2 → Fin 2 → Orb M) where
  carrier := {Ψ | ∀ σ τ, Ψ σ τ ∈ W ∧ (Ψ σ τ)ᵀ = -Ψ τ σ}
  add_mem' {a b} ha hb σ τ := ⟨W.add_mem (ha σ τ).1 (hb σ τ).1, by
    simp only [Pi.add_apply, transpose_add, (ha σ τ).2, (hb σ τ).2]
    abel⟩
  zero_mem' σ τ := ⟨W.zero_mem, by simp⟩
  smul_mem' c x hx σ τ := ⟨W.smul_mem c (hx σ τ).1, by
    simp only [Pi.smul_apply, transpose_smul, (hx σ τ).2, smul_neg]⟩
```

The Kanamori elements, with rows $(a,b)$ and columns $(c,d)$, are
$$(U-2J)\delta_{ac}\delta_{bd}+J\delta_{ad}\delta_{bc}+J\delta_{ab}\delta_{cd}.$$
Summing against $\psi_{cd}$ gives the three terms of $H$. In the proof, `key` checks this formula by cases on equal indices.

```lean
/-- The pair Hamiltonian acts on amplitudes through the Kanamori matrix elements. -/
theorem pairHamiltonian_eq_sum (ψ : Orb M) (a b : Fin M) :
    pairHamiltonian M U J ψ a b = ∑ c, ∑ d, kanamoriElement U J a b c d * ψ c d := by
  have key : ∀ c d, kanamoriElement U J a b c d =
      ((U : ℂ) - 2 * J) * ((if a = c then 1 else 0) * (if b = d then 1 else 0))
      + J * ((if a = d then 1 else 0) * (if b = c then 1 else 0))
      + J * ((if a = b then 1 else 0) * (if c = d then 1 else 0)) := by
    intro c d
    unfold kanamoriElement
    by_cases h1 : a = b <;> by_cases h2 : c = d <;> by_cases h3 : a = c <;>
      by_cases h4 : b = d <;> by_cases h5 : a = d <;> by_cases h6 : b = c <;>
      simp_all
    ring
  simp only [key, add_mul, Finset.sum_add_distrib, pairHamiltonian, LinearMap.coe_mk,
    AddHom.coe_mk, Matrix.add_apply, Matrix.smul_apply, transpose_apply, smul_eq_mul,
    Matrix.one_apply, Matrix.trace, diag_apply]
  by_cases h : a = b <;> simp [h, Finset.mul_sum]
```

## Separating the levels

Let $H\psi=E\psi$. Subtracting the transposed equation, and separately taking the trace, gives
$$(E-U+3J)(\psi-\psi^T)=0,\qquad (E-U-(M-1)J)\,\mathrm{tr}\,\psi=0.$$
In the proof, `congrArg` takes the transpose and the trace of the equation, and the two `linear_combination` calls do the subtraction and rearrangement.

```lean
/-- The antisymmetric part and the trace of an eigenamplitude each obey their own
eigenvalue condition. -/
theorem eigen_parts {E : ℂ} {ψ : Orb M} (h : pairHamiltonian M U J ψ = E • ψ) :
    (E - (U - 3 * J)) • (ψ - ψᵀ) = 0 ∧ (E - (U + (M - 1) * J)) * ψ.trace = 0 := by
  simp only [pairHamiltonian, LinearMap.coe_mk, AddHom.coe_mk] at h
  have ht := congrArg transpose h
  have hr := congrArg trace h
  simp only [transpose_add, transpose_smul, transpose_transpose, transpose_one] at ht
  simp only [trace_add, trace_smul, trace_transpose, trace_one, Fintype.card_fin,
    smul_eq_mul] at hr
  exact ⟨by linear_combination (norm := module) ht - h, by linear_combination -hr⟩
```

Now take $M\ge1$ and $J\ne0$.

- At $E=U-3J$, the trace identity gives $(M+2)J\,\mathrm{tr}\,\psi=0$. The eigenvalue equation then reduces to $J(\psi+\psi^T)=0$.
- At $E=U-J$, the identities give $2J(\psi-\psi^T)=0$ and $MJ\,\mathrm{tr}\,\psi=0$.
- At $E=U+(M-1)J$, the first identity makes $\psi$ symmetric, and the eigenvalue equation gives $M\psi=\mathrm{tr}(\psi)1$.

Substitution proves the converses; an antisymmetric matrix has zero trace.

```lean
/-- For `J ≠ 0` the eigenspaces at `U - 3J`, `U - J` and `U + (M - 1)J` are the antisymmetric,
the symmetric traceless and the scalar amplitudes. -/
theorem kanamori_eigenspaces (hM : 0 < M) (hJ : J ≠ 0) :
    Module.End.eigenspace (pairHamiltonian M U J) ((U : ℂ) - 3 * J) = antisymmetric M ∧
    Module.End.eigenspace (pairHamiltonian M U J) ((U : ℂ) - J) = symmetricTraceless M ∧
    Module.End.eigenspace (pairHamiltonian M U J) ((U : ℂ) + (M - 1) * J) = scalar M := by
  have hJ' : (J : ℂ) ≠ 0 := by exact_mod_cast hJ
  have hM' : (M : ℂ) ≠ 0 := by exact_mod_cast hM.ne'
  have hM2 : (M : ℂ) + 2 ≠ 0 := by exact_mod_cast (by omega : M + 2 ≠ 0)
  refine ⟨?_, ?_, ?_⟩ <;> ext ψ <;> rw [Module.End.mem_eigenspace_iff] <;> constructor <;> intro h
  · -- the trace vanishes, then the exchange term fixes the symmetry
    have h2 := (eigen_parts h).2
    have h3 : (((M : ℂ) + 2) * J) * ψ.trace = 0 := by linear_combination -h2
    have t := (mul_eq_zero.mp h3).resolve_left (mul_ne_zero hM2 hJ')
    simp only [pairHamiltonian, LinearMap.coe_mk, AddHom.coe_mk, t] at h
    have h4 : (J : ℂ) • (ψᵀ + ψ) = 0 := by linear_combination (norm := module) h
    exact eq_neg_of_add_eq_zero_left ((smul_eq_zero.mp h4).resolve_left hJ')
  · have h : ψᵀ = -ψ := h
    have t := congrArg trace h
    rw [trace_transpose, trace_neg] at t
    have t0 : ψ.trace = 0 := by linear_combination t / 2
    simp only [pairHamiltonian, LinearMap.coe_mk, AddHom.coe_mk, t0, h]
    module
  · obtain ⟨h1, h2⟩ := eigen_parts h
    have h3 : (2 * (J : ℂ)) • (ψ - ψᵀ) = 0 := by linear_combination (norm := module) h1
    have h4 : ((M : ℂ) * J) * ψ.trace = 0 := by linear_combination -h2
    exact ⟨(sub_eq_zero.mp ((smul_eq_zero.mp h3).resolve_left
      (mul_ne_zero two_ne_zero hJ'))).symm,
      (mul_eq_zero.mp h4).resolve_left (mul_ne_zero hM' hJ')⟩
  · have h : ψᵀ = ψ ∧ ψ.trace = 0 := h
    simp only [pairHamiltonian, LinearMap.coe_mk, AddHom.coe_mk, h.1, h.2]
    module
  · -- a symmetric eigenamplitude at this energy equals its trace part
    have h1 := (eigen_parts h).1
    have h2 : (((M : ℂ) + 2) * J) • (ψ - ψᵀ) = 0 := by linear_combination (norm := module) h1
    have hs := sub_eq_zero.mp ((smul_eq_zero.mp h2).resolve_left (mul_ne_zero hM2 hJ'))
    simp only [pairHamiltonian, LinearMap.coe_mk, AddHom.coe_mk, hs.symm] at h
    have h3 : (J : ℂ) • ((M : ℂ) • ψ - ψ.trace • (1 : Orb M)) = 0 := by
      linear_combination (norm := module) -h
    have h4 := sub_eq_zero.mp ((smul_eq_zero.mp h3).resolve_left hJ')
    refine Submodule.mem_span_singleton.mpr ⟨ψ.trace / M, ?_⟩
    rw [div_eq_inv_mul, mul_smul, ← h4, smul_smul, inv_mul_cancel₀ hM', one_smul]
  · obtain ⟨c, rfl⟩ := Submodule.mem_span_singleton.mp h
    simp only [pairHamiltonian, LinearMap.coe_mk, AddHom.coe_mk, transpose_smul, transpose_one,
      trace_smul, trace_one, Fintype.card_fin, smul_eq_mul]
    module
```

## Counting orbital and spin states

An antisymmetric matrix is fixed by its entries below the diagonal, which can be chosen freely. There are $0+1+\dots+(M-1)=M(M-1)/2$ of them.

```lean
/-- The antisymmetric amplitudes have dimension `M(M - 1)/2`. -/
theorem finrank_antisymmetric (M : ℕ) :
    Module.finrank ℂ (antisymmetric M) = M * (M - 1) / 2 := by
  -- read off the entries below the diagonal
  let f : antisymmetric M →ₗ[ℂ] ((Σ i : Fin M, Fin i.val) → ℂ) :=
    { toFun := fun ψ p => ψ.1 p.1 ⟨p.2.val, p.2.2.trans p.1.2⟩
      map_add' := fun _ _ => rfl
      map_smul' := fun _ _ => rfl }
  have hf : Function.Bijective f := by
    constructor
    · rw [injective_iff_map_eq_zero]
      intro ψ h
      have hl : ∀ i j : Fin M, j < i → ψ.1 i j = 0 :=
        fun i j hij => congrFun h ⟨i, ⟨j.val, hij⟩⟩
      have ha : ∀ i j, ψ.1 j i = -ψ.1 i j := fun i j => congrFun (congrFun ψ.2 i) j
      apply Subtype.ext
      ext i j
      change ψ.1 i j = 0
      rcases lt_trichotomy i j with h1 | h1 | h1
      · rw [ha j i, hl j i h1, neg_zero]
      · subst h1
        linear_combination (ha i i) / 2
      · exact hl i j h1
    · intro g
      refine ⟨⟨Matrix.of fun i j => if h : j < i then g ⟨i, ⟨j.val, h⟩⟩
        else if h : i < j then -g ⟨j, ⟨i.val, h⟩⟩ else 0, ?_⟩, ?_⟩
      · change _ᵀ = -_
        ext i j
        simp only [transpose_apply, Matrix.neg_apply, of_apply]
        rcases lt_trichotomy i j with h | h | h
        · simp [h, lt_asymm h]
        · subst h
          simp
        · simp [h, lt_asymm h]
      · funext ⟨i, j⟩
        have hj : (⟨j.val, j.2.trans i.2⟩ : Fin M) < i := j.2
        exact dif_pos hj
  rw [(LinearEquiv.ofBijective f hf).finrank_eq, Module.finrank_fintype_fun_eq_card,
    Fintype.card_sigma]
  simp only [Fintype.card_fin]
  rw [Fin.sum_univ_eq_sum_range (fun i => i) M, Finset.sum_range_id]
```

Every amplitude splits uniquely as
$$\psi=\tfrac12(\psi-\psi^T)+\left[\tfrac12(\psi+\psi^T)-\tfrac{\mathrm{tr}\,\psi}{M}1\right]+\tfrac{\mathrm{tr}\,\psi}{M}1.$$
If $d$ is the symmetric traceless dimension, then $M^2=M(M-1)/2+d+1$, so $d+1=M(M+1)/2$. Lean states it in this form to avoid natural-number subtraction.

```lean
/-- For `M ≥ 1` the symmetric traceless amplitudes have dimension one less than `M(M + 1)/2`. -/
theorem finrank_symmetricTraceless (hM : 0 < M) :
    Module.finrank ℂ (symmetricTraceless M) + 1 = M * (M + 1) / 2 := by
  have hM' : (M : ℂ) ≠ 0 := by exact_mod_cast hM.ne'
  -- every amplitude splits uniquely into the three sectors
  let f : (antisymmetric M × symmetricTraceless M × ℂ) →ₗ[ℂ] Orb M :=
    { toFun := fun p => p.1.1 + p.2.1.1 + p.2.2 • (1 : Orb M)
      map_add' := fun x y => by
        simp only [Prod.fst_add, Prod.snd_add, Submodule.coe_add]
        module
      map_smul' := fun c x => by
        simp only [Prod.smul_fst, Prod.smul_snd, Submodule.coe_smul, smul_eq_mul,
          RingHom.id_apply]
        module }
  have hf : Function.Bijective f := by
    constructor
    · rw [injective_iff_map_eq_zero]
      rintro ⟨a, s, c⟩ h
      have h : a.1 + s.1 + c • (1 : Orb M) = 0 := h
      have ha : a.1ᵀ = -a.1 := a.2
      have hs : s.1ᵀ = s.1 ∧ s.1.trace = 0 := s.2
      have ht := congrArg transpose h
      simp only [transpose_add, transpose_smul, transpose_one, transpose_zero, ha, hs.1] at ht
      have a2 : (2 : ℂ) • a.1 = 0 := by linear_combination (norm := module) h - ht
      have a0 : a.1 = 0 := (smul_eq_zero.mp a2).resolve_left two_ne_zero
      have hc := congrArg trace h
      simp only [a0, zero_add, trace_add, hs.2, trace_smul, trace_one, Fintype.card_fin,
        smul_eq_mul, trace_zero] at hc
      have c0 : c = 0 := (mul_eq_zero.mp hc).resolve_right hM'
      have s0 : s.1 = 0 := by
        rw [a0, c0, zero_smul, zero_add, add_zero] at h
        exact h
      exact Prod.ext (Subtype.ext a0) (Prod.ext (Subtype.ext s0) c0)
    · intro ψ
      refine ⟨(⟨(1 / 2 : ℂ) • (ψ - ψᵀ), ?_⟩,
        ⟨(1 / 2 : ℂ) • (ψ + ψᵀ) - (ψ.trace / M) • (1 : Orb M), ?_, ?_⟩, ψ.trace / M), ?_⟩
      · change _ᵀ = -_
        simp only [transpose_smul, transpose_sub, transpose_transpose]
        module
      · simp only [transpose_smul, transpose_sub, transpose_add, transpose_transpose,
          transpose_one]
        module
      · simp only [trace_sub, trace_smul, trace_add, trace_transpose, trace_one,
          Fintype.card_fin, smul_eq_mul]
        rw [div_mul_cancel₀ _ hM']
        ring
      · change (1 / 2 : ℂ) • (ψ - ψᵀ) + ((1 / 2 : ℂ) • (ψ + ψᵀ)
          - (ψ.trace / M) • (1 : Orb M)) + (ψ.trace / M) • (1 : Orb M) = ψ
        module
  have e := (LinearEquiv.ofBijective f hf).finrank_eq
  rw [Module.finrank_prod, Module.finrank_prod, Module.finrank_self, finrank_antisymmetric,
    Module.finrank_matrix, Module.finrank_self, Fintype.card_fin, mul_one] at e
  have arith : M * (M - 1) / 2 + M * (M + 1) / 2 = M * M := by
    obtain ⟨k, rfl⟩ : ∃ k, M = k + 1 := ⟨M - 1, by omega⟩
    obtain ⟨r, hr⟩ := Nat.even_mul_succ_self k
    have h1 : (k + 1) * (k + 1 - 1) = 2 * r := by
      rw [Nat.add_sub_cancel]
      linarith
    have h2 : (k + 1) * (k + 1 + 1) = 2 * r + 2 * (k + 1) := by linarith
    have h3 : (k + 1) * (k + 1) = 2 * r + (k + 1) := by linarith
    rw [h1, h2, h3]
    omega
  omega
```

If $W$ is antisymmetric, the Pauli condition becomes $\Psi_{\sigma\tau}=\Psi_{\tau\sigma}$. The components $\Psi_{00}$, $\Psi_{11}$ and $\Psi_{01}$ are free: a spin triplet.

```lean
/-- An antisymmetric orbital sector acquires three spin copies. -/
theorem finrank_pauli_triplet {W : Submodule ℂ (Orb M)} (hW : ∀ ψ ∈ W, ψᵀ = -ψ) :
    Module.finrank ℂ (pauliStates W) = 3 * Module.finrank ℂ W := by
  let f : pauliStates W →ₗ[ℂ] (W × W × W) :=
    { toFun := fun Ψ => (⟨Ψ.1 0 0, (Ψ.2 0 0).1⟩, ⟨Ψ.1 1 1, (Ψ.2 1 1).1⟩,
        ⟨Ψ.1 0 1, (Ψ.2 0 1).1⟩)
      map_add' := fun _ _ => rfl
      map_smul' := fun _ _ => rfl }
  have hf : Function.Bijective f := by
    constructor
    · rw [injective_iff_map_eq_zero]
      intro Ψ h
      have h0 : Ψ.1 0 0 = 0 := congrArg (fun p : W × W × W => p.1.1) h
      have h1 : Ψ.1 1 1 = 0 := congrArg (fun p : W × W × W => p.2.1.1) h
      have h2 : Ψ.1 0 1 = 0 := congrArg (fun p : W × W × W => p.2.2.1) h
      have h3 : Ψ.1 1 0 = 0 := by
        have h4 := (Ψ.2 0 1).2
        rw [h2, transpose_zero] at h4
        exact neg_eq_zero.mp h4.symm
      apply Subtype.ext
      funext σ τ
      fin_cases σ <;> fin_cases τ
      exacts [h0, h2, h3, h1]
    · rintro ⟨a, b, c⟩
      refine ⟨⟨![![a.1, c.1], ![c.1, b.1]], ?_⟩, rfl⟩
      intro σ τ
      fin_cases σ <;> fin_cases τ
      exacts [⟨a.2, hW _ a.2⟩, ⟨c.2, hW _ c.2⟩, ⟨c.2, hW _ c.2⟩, ⟨b.2, hW _ b.2⟩]
  rw [(LinearEquiv.ofBijective f hf).finrank_eq, Module.finrank_prod, Module.finrank_prod]
  ring
```

If $W$ is symmetric, $\Psi_{\sigma\tau}=-\Psi_{\tau\sigma}$. Equal-spin components vanish and only $\Psi_{01}$ is free: a singlet.

```lean
/-- A symmetric orbital sector acquires a single spin copy. -/
theorem finrank_pauli_singlet {W : Submodule ℂ (Orb M)} (hW : ∀ ψ ∈ W, ψᵀ = ψ) :
    Module.finrank ℂ (pauliStates W) = Module.finrank ℂ W := by
  let f : pauliStates W →ₗ[ℂ] W :=
    { toFun := fun Ψ => ⟨Ψ.1 0 1, (Ψ.2 0 1).1⟩
      map_add' := fun _ _ => rfl
      map_smul' := fun _ _ => rfl }
  have hf : Function.Bijective f := by
    constructor
    · rw [injective_iff_map_eq_zero]
      intro Ψ h
      have h2 : Ψ.1 0 1 = 0 := congrArg Subtype.val h
      -- for symmetric orbital amplitudes the Pauli principle excludes equal spins
      have hd : ∀ σ, Ψ.1 σ σ = 0 := by
        intro σ
        have h4 := (Ψ.2 σ σ).2
        rw [hW _ (Ψ.2 σ σ).1] at h4
        have h5 : (2 : ℂ) • Ψ.1 σ σ = 0 := by linear_combination (norm := module) h4
        exact (smul_eq_zero.mp h5).resolve_left two_ne_zero
      have h3 : Ψ.1 1 0 = 0 := by
        have h4 := (Ψ.2 0 1).2
        rw [h2, transpose_zero] at h4
        exact neg_eq_zero.mp h4.symm
      apply Subtype.ext
      funext σ τ
      fin_cases σ <;> fin_cases τ
      exacts [hd 0, h2, h3, hd 1]
    · intro c
      have h0 : (0 : Orb M)ᵀ = -0 := by simp
      have h1 : c.1ᵀ = - -c.1 := by rw [neg_neg, hW _ c.2]
      have h2 : (-c.1)ᵀ = -c.1 := by rw [transpose_neg, hW _ c.2]
      refine ⟨⟨![![0, c.1], ![-c.1, 0]], ?_⟩, rfl⟩
      intro σ τ
      fin_cases σ <;> fin_cases τ
      exacts [⟨W.zero_mem, h0⟩, ⟨c.2, h1⟩, ⟨W.neg_mem c.2, h2⟩, ⟨W.zero_mem, h0⟩]
  exact (LinearEquiv.ofBijective f hf).finrank_eq
```

Combining the counts gives degeneracies $3M(M-1)/2$, $M(M+1)/2-1$ and $1$. For $M=1$ only the last level is occupied by a state.

```lean
/-- Degeneracies, spin included, of the two-electron Kanamori levels `U - 3J`, `U - J` and `U + (M -
1)J` in `M ≥ 1` orbitals, for `J ≠ 0`. -/
theorem kanamori_multiplets (hM : 0 < M) (hJ : J ≠ 0) :
    Module.finrank ℂ (pauliStates (Module.End.eigenspace (pairHamiltonian M U J)
      ((U : ℂ) - 3 * J))) = 3 * (M * (M - 1) / 2) ∧
    Module.finrank ℂ (pauliStates (Module.End.eigenspace (pairHamiltonian M U J)
      ((U : ℂ) - J))) + 1 = M * (M + 1) / 2 ∧
    Module.finrank ℂ (pauliStates (Module.End.eigenspace (pairHamiltonian M U J)
      ((U : ℂ) + (M - 1) * J))) = 1 := by
  obtain ⟨h1, h2, h3⟩ := kanamori_eigenspaces (U := U) hM hJ
  rw [h1, h2, h3]
  refine ⟨?_, ?_, ?_⟩
  · rw [finrank_pauli_triplet (fun ψ h => h), finrank_antisymmetric]
  · have hs : ∀ ψ ∈ symmetricTraceless M, ψᵀ = ψ := by
      intro ψ h
      have h' : ψᵀ = ψ ∧ ψ.trace = 0 := h
      exact h'.1
    rw [finrank_pauli_singlet hs, finrank_symmetricTraceless hM]
  · have hs : ∀ ψ ∈ scalar M, ψᵀ = ψ := by
      intro ψ h
      obtain ⟨c, rfl⟩ := Submodule.mem_span_singleton.mp h
      rw [transpose_smul, transpose_one]
    have h1 : (1 : Orb M) ≠ 0 := by
      intro h
      have h0 := congrFun (congrFun h ⟨0, hM⟩) ⟨0, hM⟩
      simp at h0
    rw [finrank_pauli_singlet hs]
    exact finrank_span_singleton h1
```

For $M=3$ the degeneracies are $9$, $5$ and $1$, as for the terms $^3P$, $^1D$ and $^1S$ of a $p^2$ configuration. For $J>0$ the triplet is lowest, in line with Hund's first rule for this two-electron atomic model.

```lean
/-- For `J ≠ 0`, in three orbitals the levels `U - 3J`, `U - J` and `U + 2J` have degeneracies 9, 5
and 1. -/
theorem three_orbital_multiplets (hJ : J ≠ 0) :
    Module.finrank ℂ (pauliStates (Module.End.eigenspace (pairHamiltonian 3 U J)
      ((U : ℂ) - 3 * J))) = 9 ∧
    Module.finrank ℂ (pauliStates (Module.End.eigenspace (pairHamiltonian 3 U J)
      ((U : ℂ) - J))) = 5 ∧
    Module.finrank ℂ (pauliStates (Module.End.eigenspace (pairHamiltonian 3 U J)
      ((U : ℂ) + 2 * J))) = 1 := by
  obtain ⟨h1, h2, h3⟩ := kanamori_multiplets (M := 3) (U := U) (by norm_num) hJ
  have e : (U : ℂ) + (((3 : ℕ) : ℂ) - 1) * J = U + 2 * J := by
    push_cast
    ring
  rw [e] at h3
  exact ⟨by omega, by omega, h3⟩

end

end KanamoriMultiplets
```

```lean
#print axioms KanamoriMultiplets.pairHamiltonian_eq_sum
-- 'KanamoriMultiplets.pairHamiltonian_eq_sum' depends on axioms: [propext, Classical.choice, Quot.sound]
#print axioms KanamoriMultiplets.kanamori_multiplets
-- 'KanamoriMultiplets.kanamori_multiplets' depends on axioms: [propext, Classical.choice, Quot.sound]
#print axioms KanamoriMultiplets.three_orbital_multiplets
-- 'KanamoriMultiplets.three_orbital_multiplets' depends on axioms: [propext, Classical.choice, Quot.sound]
```

## The atomic limit of an impurity solver

Take an exact-diagonalisation impurity code with three degenerate orbitals, the interaction defined above with $J\ne0$, and no spin-orbit coupling. Switching off the bath coupling and setting the orbital energies to zero should give this 15-state pattern for two electrons on the impurity and an empty bath. A different grouping then signals an error, for example in the interaction tensor, its index convention or the fermion signs.

The same transpose-and-trace argument applies to $\alpha\psi+\beta\psi^T+\gamma\,\mathrm{tr}(\psi)1$, with levels $\alpha-\beta$, $\alpha+\beta$ and $\alpha+\beta+M\gamma$ on the three subspaces. At $\gamma=0$ the last two merge.
